# Operator bounds on an interaction bound the difference of two Lieb functionals on a finite lattice

## States, densities and the constrained search

The state space is C^m, so an operator is an m×m complex matrix. A† is the conjugate transpose, written `ᴴ` in Lean. For two operators, A ≤ B means that B − A is positive semidefinite. The opened scopes `MatrixOrder` and `ComplexOrder` give `≤` this meaning for matrices and, for complex numbers, the meaning that the difference is real and nonnegative.

```lean
import Mathlib

open Matrix
open scoped ComplexOrder MatrixOrder

namespace LatticeInteractionBounds

noncomputable section
```

The space may be the fermionic Fock space of a finite lattice or a sector with fixed particle number; only its dimension m enters. Matrix indices run from 0 to m − 1.

```lean
/-- Operators on the `m`-dimensional state space of a finite lattice. -/
abbrev Op (m : ℕ) := Matrix (Fin m) (Fin m) ℂ
```

The expectation value of A in Γ is defined as a real number:

⟨A⟩_Γ = Re tr(ΓA).

The letter ι stands for the set, usually that of the lattice sites, that labels the operators n_i whose expectation values form the density. These are called density operators here; they are observables, not states.

```lean
variable {m : ℕ} {ι : Type*}

/-- The expectation value of `A` in the state `Γ`, as the real part of `tr (Γ A)`. -/
def expval (Γ A : Op m) : ℝ := (Γ * A).trace.re
```

A state is a positive semidefinite Γ with tr Γ = 1, pure or mixed. Given operators n_i and real numbers ρ_i, the state yields the density ρ if

⟨n_i⟩_Γ = ρ_i for every i.

The n_i need not commute or be occupation numbers.

```lean
/-- `Γ` is a density matrix whose expectation values of the operators `n i` are `ρ i`. -/
structure Yields (n : ι → Op m) (ρ : ι → ℝ) (Γ : Op m) : Prop where
  pos : Γ.PosSemidef
  norm : Γ.trace = 1
  density : ∀ i, expval Γ (n i) = ρ i
```

An ensemble density is a ρ that at least one state yields. Since the trace of a 0×0 matrix is 0, such a density exists only if m ≥ 1, and the theorems need no separate assumption on m.

```lean
/-- `ρ` is an ensemble density: some density matrix yields it. -/
def IsEnsembleDensity (n : ι → Op m) (ρ : ι → ℝ) : Prop := ∃ Γ, Yields n ρ Γ
```

The Lieb functional of an operator H is taken in its constrained-search form:

F_H(ρ) = inf { ⟨H⟩_Γ : Γ is a state that yields ρ }.

Neither convexity nor the Legendre transform of the ground-state energy is used. Lean's real infimum of an empty set is 0, so `lieb` is physically meaningful only at ensemble densities, where the usual convention of +∞ elsewhere plays no role.

```lean
/-- The Lieb functional of `H`: the infimum of the energy over all density matrices
that yield the density `ρ`. -/
def lieb (H : Op m) (n : ι → Op m) (ρ : ι → ℝ) : ℝ :=
  sInf ((fun Γ => expval Γ H) '' {Γ | Yields n ρ Γ})
```

Taking the real part loses nothing for observables. If Γ and A are Hermitian, the complex conjugate of tr(ΓA) is

tr((ΓA)†) = tr(A†Γ†) = tr(AΓ) = tr(ΓA),

so the trace is real. The proof below is this chain, followed by the fact that a number equal to its conjugate equals its real part.

```lean
/-- For Hermitian `Γ` and `A` the expectation value is the full trace `tr (Γ A)`. -/
theorem expval_eq_trace {Γ A : Op m} (hΓ : Γ.IsHermitian) (hA : A.IsHermitian) :
    (expval Γ A : ℂ) = (Γ * A).trace := by
  have h : star (Γ * A).trace = (Γ * A).trace := by
    rw [← Matrix.trace_conjTranspose, Matrix.conjTranspose_mul, hΓ.eq, hA.eq,
      Matrix.trace_mul_comm]
  exact Complex.conj_eq_iff_re.mp h
```

## Positive operators and the size of a density matrix

Let Γ and A be positive semidefinite. Then Γ = B†B for some matrix B, and cyclicity of the trace gives

tr(ΓA) = tr(B†BA) = tr(BAB†) ≥ 0,

because BAB† is again positive semidefinite. In Lean the factorisation comes from the C*-algebra characterisation of nonnegative elements, and `Matrix.trace_mul_cycle` moves the factor.

```lean
/-- A positive semidefinite operator has a nonnegative expectation value in every
positive semidefinite `Γ`. -/
theorem expval_nonneg {Γ A : Op m} (hΓ : Γ.PosSemidef) (hA : A.PosSemidef) :
    0 ≤ expval Γ A := by
  obtain ⟨B, hB⟩ : ∃ B : Op m, Γ = Bᴴ * B :=
    CStarAlgebra.nonneg_iff_eq_star_mul_self.mp (Matrix.nonneg_iff_posSemidef.mpr hΓ)
  -- cyclicity turns the trace into that of the positive operator `B A B†`
  have h := (hA.mul_mul_conjTranspose_same B).trace_nonneg
  rw [Matrix.trace_mul_cycle, ← hB] at h
  exact (Complex.le_def.mp h).1
```

The same factorisation limits the entries of a state. The normalisation reads

1 = tr Γ = Σ_l Σ_k |B_kl|²,

so each column of B has squared norm at most one. Since Γ_ij = Σ_k B_ki* B_kj, the triangle inequality and xy ≤ (x² + y²)/2 give

|Γ_ij| ≤ Σ_k |B_ki| |B_kj| ≤ (Σ_k |B_ki|² + Σ_k |B_kj|²)/2 ≤ 1.

In the code, `htr` is the normalisation, `hcol` the column bound, and the final `calc` the chain for |Γ_ij|.

```lean
/-- The entries of a density matrix have modulus at most one. -/
theorem norm_entry_le {Γ : Op m} (hΓ : Γ.PosSemidef) (ht : Γ.trace = 1) (i j : Fin m) :
    ‖Γ i j‖ ≤ 1 := by
  obtain ⟨B, hB⟩ : ∃ B : Op m, Γ = Bᴴ * B :=
    CStarAlgebra.nonneg_iff_eq_star_mul_self.mp (Matrix.nonneg_iff_posSemidef.mpr hΓ)
  have key : ∀ k l, (star (B k l) * B k l).re = ‖B k l‖ ^ 2 := by
    intro k l
    rw [Complex.sq_norm, Complex.normSq_apply]
    simp [Complex.mul_re]
  -- the trace is the sum of all squared entries of `B`
  have htr : ∑ l, ∑ k, ‖B k l‖ ^ 2 = 1 := by
    calc ∑ l, ∑ k, ‖B k l‖ ^ 2 = (Bᴴ * B).trace.re := by
          simp only [Matrix.trace, Matrix.diag_apply, Matrix.mul_apply,
            Matrix.conjTranspose_apply, Complex.re_sum, key]
      _ = 1 := by rw [← hB, ht, Complex.one_re]
  have hcol : ∀ l, ∑ k, ‖B k l‖ ^ 2 ≤ 1 := fun l =>
    (Finset.single_le_sum (f := fun l => ∑ k, ‖B k l‖ ^ 2)
      (fun _ _ => by positivity) (Finset.mem_univ l)).trans htr.le
  calc ‖Γ i j‖ = ‖∑ k, star (B k i) * B k j‖ := by
        rw [hB]; simp only [Matrix.mul_apply, Matrix.conjTranspose_apply]
    _ ≤ ∑ k, (‖B k i‖ ^ 2 + ‖B k j‖ ^ 2) / 2 := by
        refine (norm_sum_le _ _).trans (Finset.sum_le_sum fun k _ => ?_)
        rw [norm_mul, norm_star]
        nlinarith [sq_nonneg (‖B k i‖ - ‖B k j‖)]
    _ = (∑ k, ‖B k i‖ ^ 2 + ∑ k, ‖B k j‖ ^ 2) / 2 := by
        rw [← Finset.sum_div, Finset.sum_add_distrib]
    _ ≤ 1 := by linarith [hcol i, hcol j]
```

The energies in the search therefore have a common lower bound:

|tr(ΓH)| ≤ Σ_i Σ_j |Γ_ij| |H_ji| ≤ Σ_i Σ_j |H_ji|,

and the real part of a number is at least minus its modulus.

```lean
/-- The energies reached in the constrained search are bounded below. -/
theorem bddBelow_energies (H : Op m) (n : ι → Op m) (ρ : ι → ℝ) :
    BddBelow ((fun Γ => expval Γ H) '' {Γ | Yields n ρ Γ}) := by
  refine ⟨-(∑ i, ∑ j, ‖H j i‖), ?_⟩
  rintro _ ⟨Γ, hΓ, rfl⟩
  have h : ‖(Γ * H).trace‖ ≤ ∑ i, ∑ j, ‖H j i‖ := by
    simp only [Matrix.trace, Matrix.diag_apply, Matrix.mul_apply]
    refine (norm_sum_le _ _).trans (Finset.sum_le_sum fun i _ =>
      (norm_sum_le _ _).trans (Finset.sum_le_sum fun j _ => ?_))
    rw [norm_mul]
    exact mul_le_of_le_one_left (norm_nonneg _) (norm_entry_le hΓ.pos hΓ.norm i j)
  exact (abs_le.mp ((Complex.abs_re_le_norm _).trans h)).1
```

With a lower bound available, the infimum lies below every member of the set. This is the variational principle at fixed density:

F_H(ρ) ≤ ⟨H⟩_Γ for every state Γ that yields ρ.

```lean
/-- Variational principle: the Lieb functional at `ρ` is at most the energy of any
density matrix that yields `ρ`. -/
theorem lieb_le {n : ι → Op m} {ρ : ι → ℝ} {Γ : Op m} (H : Op m) (hΓ : Yields n ρ Γ) :
    lieb H n ρ ≤ expval Γ H :=
  csInf_le (bddBelow_energies H n ρ) ⟨Γ, hΓ, rfl⟩
```

## From operator bounds to functional bounds

Let W be an operator with a·1 ≤ W ≤ b·1 for real a and b. These numbers are a floor and a ceiling for the interaction energy in any state; the tightest choices are the lowest and highest eigenvalues of W. For a state Γ, the positivity result applied to W − a·1 and b·1 − W gives

0 ≤ ⟨W − a·1⟩_Γ = ⟨W⟩_Γ − a,
0 ≤ ⟨b·1 − W⟩_Γ = b − ⟨W⟩_Γ,

where tr Γ = 1 was used. The `simp only` call expands the traces in this way.

```lean
/-- If `a 1 ≤ W ≤ b 1`, the expectation value of `W` in every density matrix lies
between `a` and `b`. -/
theorem expval_bounds {Γ W : Op m} {a b : ℝ} (hΓ : Γ.PosSemidef) (ht : Γ.trace = 1)
    (ha : (a : ℂ) • (1 : Op m) ≤ W) (hb : W ≤ (b : ℂ) • (1 : Op m)) :
    a ≤ expval Γ W ∧ expval Γ W ≤ b := by
  have h1 := expval_nonneg hΓ (Matrix.le_iff.mp ha)
  have h2 := expval_nonneg hΓ (Matrix.le_iff.mp hb)
  simp only [expval, Matrix.mul_sub, Matrix.mul_smul, Matrix.trace_sub,
    Matrix.trace_smul, ht, smul_eq_mul, mul_one, Complex.sub_re, Complex.ofReal_re] at h1 h2 ⊢
  constructor <;> linarith
```

Now let H be the interacting and T the non-interacting Hamiltonian, with a·1 ≤ H − T ≤ b·1, and let ρ be an ensemble density. For every state Γ that yields ρ,

⟨H⟩_Γ = ⟨T⟩_Γ + ⟨H − T⟩_Γ ≥ F_T(ρ) + a,
⟨T⟩_Γ = ⟨H⟩_Γ − ⟨H − T⟩_Γ ≥ F_H(ρ) − b.

The right-hand sides don't depend on Γ. Taking the infimum on the left of each line gives F_H(ρ) ≥ F_T(ρ) + a and F_T(ρ) ≥ F_H(ρ) − b, that is,

a ≤ F_H(ρ) − F_T(ρ) ≤ b.

The hypotheses `ha` and `hb` are the two operator inequalities, and `hρ` says that ρ is an ensemble density. Either inequality makes H − T Hermitian, while H, T and the n_i need not be Hermitian separately; in physical applications they are. In the proof, `h1` and `h2` are the two infimum arguments. Each uses `le_csInf`, which requires the set of energies to be nonempty; the state `Γ₀` supplied by `hρ` ensures that.

```lean
/-- Interaction-energy bounds: if `a 1 ≤ H - T ≤ b 1`, then at every ensemble density the
Lieb functional of `H` minus that of `T` lies between `a` and `b`. -/
theorem lieb_sub_bounds {H T : Op m} {n : ι → Op m} {ρ : ι → ℝ} {a b : ℝ}
    (ha : (a : ℂ) • (1 : Op m) ≤ H - T) (hb : H - T ≤ (b : ℂ) • (1 : Op m))
    (hρ : IsEnsembleDensity n ρ) :
    a ≤ lieb H n ρ - lieb T n ρ ∧ lieb H n ρ - lieb T n ρ ≤ b := by
  obtain ⟨Γ₀, h₀⟩ := hρ
  have hsub : ∀ Γ : Op m, expval Γ (H - T) = expval Γ H - expval Γ T := fun Γ => by
    simp [expval, Matrix.mul_sub]
  -- compare the two searches state by state
  have h1 : lieb T n ρ + a ≤ lieb H n ρ := by
    refine le_csInf ⟨_, Γ₀, h₀, rfl⟩ ?_
    rintro _ ⟨Γ, hΓ, rfl⟩
    change _ ≤ expval Γ H
    linarith [lieb_le T hΓ, (expval_bounds hΓ.pos hΓ.norm ha hb).1, hsub Γ]
  have h2 : lieb H n ρ - b ≤ lieb T n ρ := by
    refine le_csInf ⟨_, Γ₀, h₀, rfl⟩ ?_
    rintro _ ⟨Γ, hΓ, rfl⟩
    change _ ≤ expval Γ T
    linarith [lieb_le H hΓ, (expval_bounds hΓ.pos hΓ.norm ha hb).2, hsub Γ]
  constructor <;> linarith
```

When T is the kinetic operator and H = T + W, the difference F_H − F_T is the Hartree-exchange-correlation energy of lattice density functional theory, so in this finite-dimensional ensemble setting an approximation to this energy whose value at some ensemble density lies outside [a, b] is in error there.

The smallest case is m = 1. The only state is Γ = 1, the only ensemble density is ρ_i = Re n_i, and F_H − F_T is the number H − T itself, which the hypotheses place between a and b. In any dimension, when a and b coincide the interaction is the constant a·1, and the functional shifts by exactly a.

## Bounds from the minimising states

If the minimisers are known, the constants can be replaced by expectation values. Let Γ_H and Γ_T yield ρ and attain F_H(ρ) and F_T(ρ). Using each as a trial state in the other search gives

F_H(ρ) − F_T(ρ) ≥ ⟨H⟩_{Γ_H} − ⟨T⟩_{Γ_H} = ⟨H − T⟩_{Γ_H},
F_H(ρ) − F_T(ρ) ≤ ⟨H⟩_{Γ_T} − ⟨T⟩_{Γ_T} = ⟨H − T⟩_{Γ_T}.

The upper bound is the interaction energy of the non-interacting minimiser. No operator bound on H − T is needed here. The theorem takes both minimisers as given through `minH` and `minT`. At an ensemble density they always exist, because the states that yield ρ form a compact set on which the energy is continuous; this fact is not proved in the code.

```lean
/-- The difference of the two functionals is at least the expectation value of `H - T` in a
minimiser for `H`, and at most that in a minimiser for `T`. -/
theorem lieb_sub_bounds_of_minimisers {H T ΓH ΓT : Op m} {n : ι → Op m} {ρ : ι → ℝ}
    (hH : Yields n ρ ΓH) (hT : Yields n ρ ΓT)
    (minH : expval ΓH H = lieb H n ρ) (minT : expval ΓT T = lieb T n ρ) :
    expval ΓH (H - T) ≤ lieb H n ρ - lieb T n ρ ∧
      lieb H n ρ - lieb T n ρ ≤ expval ΓT (H - T) := by
  have hsub : ∀ Γ : Op m, expval Γ (H - T) = expval Γ H - expval Γ T := fun Γ => by
    simp [expval, Matrix.mul_sub]
  rw [hsub, hsub]
  constructor <;> linarith [lieb_le T hH, lieb_le H hT]
```

## Changing the coupling strength

Consider the family T + sW with real coupling s, as in an adiabatic connection. For s ≤ t,

(T + tW) − (T + sW) = (t − s)W,

and multiplying a·1 ≤ W ≤ b·1 by the nonnegative number t − s gives

(t − s)a·1 ≤ (t − s)W ≤ (t − s)b·1.

The main theorem then bounds the change of the functional at every ensemble density ρ:

(t − s)a ≤ F_{T+tW}(ρ) − F_{T+sW}(ρ) ≤ (t − s)b.

In Lean, `hc` is the sign of t − s, and `module` checks the rearrangement of the operators.

```lean
/-- If `a 1 ≤ W ≤ b 1`, then at every ensemble density raising the coupling in `T + s W` from `s` to
`t` changes the Lieb functional by an amount between `(t - s) a` and `(t - s) b`. -/
theorem lieb_coupling_bounds {T W : Op m} {n : ι → Op m} {ρ : ι → ℝ} {a b s t : ℝ}
    (ha : (a : ℂ) • (1 : Op m) ≤ W) (hb : W ≤ (b : ℂ) • (1 : Op m)) (hst : s ≤ t)
    (hρ : IsEnsembleDensity n ρ) :
    (t - s) * a ≤ lieb (T + (t : ℂ) • W) n ρ - lieb (T + (s : ℂ) • W) n ρ ∧
      lieb (T + (t : ℂ) • W) n ρ - lieb (T + (s : ℂ) • W) n ρ ≤ (t - s) * b := by
  have hc : (0 : ℂ) ≤ ((t - s : ℝ) : ℂ) := by exact_mod_cast sub_nonneg.mpr hst
  refine lieb_sub_bounds (Matrix.le_iff.mpr ?_) (Matrix.le_iff.mpr ?_) hρ
  · convert (Matrix.le_iff.mp ha).smul hc using 1
    push_cast
    module
  · convert (Matrix.le_iff.mp hb).smul hc using 1
    push_cast
    module
```

## A two-level system that attains both bounds

Let a ≤ b, and take

H = diag(a, b), T = 0, n = diag(0, 1).

Then H − a·1 = diag(0, b − a) and b·1 − H = diag(b − a, 0) are positive semidefinite, so the hypotheses of the main theorem are met. Here ρ is a single number, the population of the upper level. For 0 ≤ ρ ≤ 1 the state diag(1 − ρ, ρ) yields it. Any state that yields it satisfies

Re Γ_00 + Re Γ_11 = 1, Re Γ_11 = ρ,

and hence has the energy

⟨H⟩_Γ = a Re Γ_00 + b Re Γ_11 = a(1 − ρ) + bρ = a + (b − a)ρ.

The off-diagonal entries of Γ don't contribute. All admissible states have the same energy, so the infimum is that energy. Since F_T(ρ) = 0,

F_H(ρ) − F_T(ρ) = a + (b − a)ρ.

The difference is a at ρ = 0 and b at ρ = 1, so neither constant in the main theorem can be improved in general.

The theorem states the two operator inequalities and the formula together. Inside the proof, `hΓ` is the diagonal state, `key` turns a constant energy into the value of the functional, and the closing `linear_combination` adds a times the normalisation to b − a times the density condition.

```lean
/-- Sharpness: for `a ≤ b` the two-level operator `diag (a, b)` lies between `a 1` and `b 1`,
and with density operator `diag (0, 1)` its Lieb functional minus that of the zero operator
is `a + (b - a) ρ` for `0 ≤ ρ ≤ 1`. -/
theorem lieb_sub_bounds_sharp {a b : ℝ} (hab : a ≤ b) :
    (a : ℂ) • (1 : Op 2) ≤ diagonal ![(a : ℂ), (b : ℂ)] - 0 ∧
    diagonal ![(a : ℂ), (b : ℂ)] - 0 ≤ (b : ℂ) • (1 : Op 2) ∧
    ∀ ρ : ℝ, 0 ≤ ρ → ρ ≤ 1 →
      lieb (diagonal ![(a : ℂ), (b : ℂ)]) (fun _ : Unit => diagonal ![0, 1]) (fun _ => ρ)
        - lieb (0 : Op 2) (fun _ : Unit => diagonal ![0, 1]) (fun _ => ρ)
        = a + (b - a) * ρ := by
  have hc : (0 : ℂ) ≤ ((b - a : ℝ) : ℂ) := by exact_mod_cast sub_nonneg.mpr hab
  refine ⟨Matrix.le_iff.mpr ?_, Matrix.le_iff.mpr ?_, fun ρ h0 h1 => ?_⟩
  · have h : diagonal ![(a : ℂ), (b : ℂ)] - 0 - (a : ℂ) • (1 : Op 2)
        = diagonal ![0, ((b - a : ℝ) : ℂ)] := by
      ext i j; fin_cases i <;> fin_cases j <;> simp
    rw [h, Matrix.posSemidef_diagonal_iff]
    intro i
    fin_cases i
    · exact le_refl (0 : ℂ)
    · exact hc
  · have h : (b : ℂ) • (1 : Op 2) - (diagonal ![(a : ℂ), (b : ℂ)] - 0)
        = diagonal ![((b - a : ℝ) : ℂ), 0] := by
      ext i j; fin_cases i <;> fin_cases j <;> simp
    rw [h, Matrix.posSemidef_diagonal_iff]
    intro i
    fin_cases i
    · exact hc
    · exact le_refl (0 : ℂ)
  · -- the diagonal mixture with weights `1 - ρ` and `ρ` yields the density
    have hΓ : Yields (fun _ : Unit => diagonal ![0, 1]) (fun _ => ρ)
        (diagonal ![((1 - ρ : ℝ) : ℂ), (ρ : ℂ)]) := by
      refine ⟨Matrix.posSemidef_diagonal_iff.mpr fun i => ?_, ?_, fun _ => ?_⟩
      · fin_cases i
        · exact Complex.zero_le_real.mpr (sub_nonneg.mpr h1)
        · exact Complex.zero_le_real.mpr h0
      · simp
      · simp [expval]
    -- all admissible states have the same energy
    have key : ∀ (H : Op 2) (c : ℝ),
        (∀ Γ, Yields (fun _ : Unit => diagonal ![0, 1]) (fun _ => ρ) Γ → expval Γ H = c) →
        lieb H (fun _ : Unit => diagonal ![0, 1]) (fun _ => ρ) = c := by
      intro H c h
      refine le_antisymm ((lieb_le H hΓ).trans_eq (h _ hΓ)) (le_csInf ⟨_, _, hΓ, rfl⟩ ?_)
      rintro _ ⟨Γ, h', rfl⟩
      exact (h Γ h').ge
    rw [key _ (a + (b - a) * ρ) ?_, key 0 0 (fun Γ _ => by simp [expval]), sub_zero]
    intro Γ h
    have e1 := congrArg Complex.re h.norm
    have e2 := h.density ()
    simp [Matrix.trace_fin_two] at e1
    simp [expval, Matrix.trace_fin_two, Matrix.mul_diagonal] at e2 ⊢
    linear_combination a * e1 + (b - a) * e2

end

end LatticeInteractionBounds
```

```lean
#print axioms LatticeInteractionBounds.expval_eq_trace
-- 'LatticeInteractionBounds.expval_eq_trace' depends on axioms: [propext, Classical.choice, Quot.sound]
#print axioms LatticeInteractionBounds.lieb_sub_bounds_of_minimisers
-- 'LatticeInteractionBounds.lieb_sub_bounds_of_minimisers' depends on axioms: [propext, Classical.choice, Quot.sound]
#print axioms LatticeInteractionBounds.lieb_coupling_bounds
-- 'LatticeInteractionBounds.lieb_coupling_bounds' depends on axioms: [propext, Classical.choice, Quot.sound]
#print axioms LatticeInteractionBounds.lieb_sub_bounds_sharp
-- 'LatticeInteractionBounds.lieb_sub_bounds_sharp' depends on axioms: [propext, Classical.choice, Quot.sound]
```
